# Squared frequencies of the fcc crystal with nearest-neighbour central springs lie in [0, 8] for unit mass and spring constant, and 8 is attained at X

Before a velocity-Verlet run of a harmonic crystal, one has to choose a time step \(\Delta t\) that keeps the fastest mode stable, which means \(\omega_{\max}\Delta t<2\). Take a monatomic fcc crystal whose only forces are central springs between nearest neighbours, unstretched in the perfect crystal and linearised in the displacements. With atomic mass \(m\) and spring constant \(K\), the largest squared frequency is \(8K/m\). Any step below \(\sqrt{m/(2K)}\) is therefore stable, whatever the size of the periodic cell.

The derivation below uses units in which \(m=K=1\). It gives the bounds at every real wave vector, a mode that reaches the upper one, and the exact condition for a mode of zero frequency.

```lean
import Mathlib

open Matrix

namespace FccCentralSprings

noncomputable section
```

## Bonds, springs and modes

Lengths are measured in units of half the cubic lattice constant. The twelve nearest neighbours of an atom then sit at \(\pm R_b\), with \(b=0,\dots,5\) and

\[
R_0,R_1=(1,\pm1,0),\qquad R_2,R_3=(1,0,\pm1),\qquad R_4,R_5=(0,1,\pm1).
\]

Each bond has squared length 2. Vector components are numbered 0, 1, 2, as in the code.

```lean
/-- The six nearest-neighbour bonds of the fcc lattice, one from each pair `R`, `-R`,
in units of half the cubic lattice constant. -/
def bond : Fin 6 → Fin 3 → ℝ :=
  ![![1, 1, 0], ![1, -1, 0], ![1, 0, 1], ![1, 0, -1], ![0, 1, 1], ![0, 1, -1]]
```

The unit vector along a bond is \(R_b/\sqrt2\), so the projector onto the bond direction is \(R_bR_b^{T}/2\). The dynamical matrix at wave vector \(q\) is

\[
D(q)=\sum_b 2\,(1-\cos q\cdot R_b)\,\frac{R_bR_b^{T}}{2}.
\]

In Lean, `vecMulVec` forms the outer product \(R_bR_b^{T}\), and `q` is any real vector, not only one in the first Brillouin zone.

```lean
/-- The dynamical matrix at wave vector `q`, for unit mass and unit spring constant. -/
def dynMat (q : Fin 3 → ℝ) : Matrix (Fin 3) (Fin 3) ℝ :=
  ∑ b, (2 * (1 - Real.cos (q ⬝ᵥ bond b))) • ((1 / 2 : ℝ) • vecMulVec (bond b) (bond b))
```

A mode is a nonzero polarisation \(u\) with \(D(q)u=w\,u\), where \(w=\omega^2\). The condition \(u\neq0\) matters, because the zero vector would satisfy the equation for every \(w\).

```lean
/-- A normal mode at wave vector `q`: a nonzero polarisation `u` that is an eigenvector of
the dynamical matrix with squared frequency `w`. -/
def IsMode (q : Fin 3 → ℝ) (w : ℝ) (u : Fin 3 → ℝ) : Prop :=
  u ≠ 0 ∧ dynMat q *ᵥ u = w • u
```

To connect the matrix with the springs, take the displacement field \(U(r)=u\cos(q\cdot r-\varphi)\). With \(\varphi=\omega t\) this is a travelling wave.

```lean
/-- The displacement field of a plane wave with polarisation `u` and phase `φ`. -/
def planeWave (q u : Fin 3 → ℝ) (φ : ℝ) (r : Fin 3 → ℝ) : Fin 3 → ℝ :=
  Real.cos (q ⬝ᵥ r - φ) • u
```

A central spring resists only the relative displacement along its own bond. To first order, and for springs that are unstretched in the perfect crystal, minus the force on the atom at \(r\) is

\[
\sum_b \tfrac12\Big(\big[2U(r)-U(r+R_b)-U(r-R_b)\big]\cdot R_b\Big)R_b .
\]

This linearised force law is the physical input; it is written down as a definition and not derived from a pair potential.

```lean
/-- Minus the linearised force on the atom at `r` from the central springs to its twelve
neighbours `r + R` and `r - R`, for the displacement field `U`. -/
def springPull (U : (Fin 3 → ℝ) → Fin 3 → ℝ) (r : Fin 3 → ℝ) : Fin 3 → ℝ :=
  ∑ b, (1 / 2 * (((U r - U (r + bond b)) + (U r - U (r - bond b))) ⬝ᵥ bond b)) • bond b
```

## From spring forces to the dynamical matrix

The scalar products of a vector with the bond vectors are sums and differences of its Cartesian components: \(v\cdot R_0=v_0+v_1\), \(v\cdot R_1=v_0-v_1\), and similarly for the other two pairs.

```lean
/-- The scalar products of a vector with the six bond vectors. -/
theorem dot_bond (v : Fin 3 → ℝ) :
    v ⬝ᵥ bond 0 = v 0 + v 1 ∧ v ⬝ᵥ bond 1 = v 0 - v 1 ∧ v ⬝ᵥ bond 2 = v 0 + v 2 ∧
    v ⬝ᵥ bond 3 = v 0 - v 2 ∧ v ⬝ᵥ bond 4 = v 1 + v 2 ∧ v ⬝ᵥ bond 5 = v 1 - v 2 := by
  simp [bond, dotProduct, Fin.sum_univ_three, sub_eq_add_neg]
```

Since \((R_bR_b^{T})u=(u\cdot R_b)R_b\), and the factors 2 and 1/2 cancel,

\[
D(q)u=\sum_b(1-\cos q\cdot R_b)(u\cdot R_b)\,R_b .
\]

The proof compares components and then matches the sums bond by bond.

```lean
/-- The dynamical matrix acts on a displacement bond by bond, along each bond direction. -/
theorem dynMat_mulVec (q u : Fin 3 → ℝ) :
    dynMat q *ᵥ u = ∑ b, ((1 - Real.cos (q ⬝ᵥ bond b)) * (u ⬝ᵥ bond b)) • bond b := by
  ext i
  simp only [dynMat, Matrix.mulVec, dotProduct, Matrix.sum_apply, Matrix.smul_apply,
    vecMulVec_apply, smul_eq_mul, Finset.sum_apply, Pi.smul_apply, Fin.sum_univ_three,
    Finset.sum_mul, ← Finset.sum_add_distrib]
  exact Finset.sum_congr rfl fun b _ => by ring
```

Now insert the plane wave into the spring force. With \(\theta=q\cdot r-\varphi\) and \(\alpha=q\cdot R_b\), the addition formulas give

\[
2\cos\theta-\cos(\theta+\alpha)-\cos(\theta-\alpha)=2(1-\cos\alpha)\cos\theta .
\]

Each bond thus contributes \((1-\cos\alpha)\,(U(r)\cdot R_b)\,R_b\), and the sum is \(D(q)U(r)\). Newton's equation \(\ddot U=-D(q)U\) for the travelling wave then becomes the eigenvalue equation \(D(q)u=\omega^2u\).

```lean
/-- For a plane wave, minus the spring force on the atom at `r` is the dynamical matrix acting on
the displacement of that atom. -/
theorem springPull_planeWave (q u r : Fin 3 → ℝ) (φ : ℝ) :
    springPull (planeWave q u φ) r = dynMat q *ᵥ planeWave q u φ r := by
  rw [dynMat_mulVec, springPull]
  refine Finset.sum_congr rfl fun b _ => ?_
  congr 1
  simp only [planeWave, add_dotProduct, sub_dotProduct, smul_dotProduct, smul_eq_mul,
    dotProduct_add, dotProduct_sub]
  -- the two neighbours differ in phase by plus and minus `q · R`
  rw [show q ⬝ᵥ r + q ⬝ᵥ bond b - φ = (q ⬝ᵥ r - φ) + q ⬝ᵥ bond b by ring,
    show q ⬝ᵥ r - q ⬝ᵥ bond b - φ = (q ⬝ᵥ r - φ) - q ⬝ᵥ bond b by ring,
    Real.cos_add, Real.cos_sub (q ⬝ᵥ r - φ) (q ⬝ᵥ bond b)]
  ring
```

The matrix is real and symmetric, because each \(R_bR_b^{T}\) is. Its eigenvalues are therefore real and have real eigenvectors, so real polarisations miss no frequency.

```lean
/-- The dynamical matrix is symmetric. -/
theorem dynMat_isSymm (q : Fin 3 → ℝ) : (dynMat q).IsSymm := by
  refine Matrix.IsSymm.ext fun i j => ?_
  simp only [dynMat, Matrix.sum_apply, Matrix.smul_apply, vecMulVec_apply, smul_eq_mul]
  exact Finset.sum_congr rfl fun b _ => by ring
```

## The two bounds and the mode at X

Taking the scalar product of \(D(q)u\) with \(u\) gives a sum of bond-stretching terms:

\[
u\cdot D(q)u=\sum_b(1-\cos q\cdot R_b)(u\cdot R_b)^2 .
\]

```lean
/-- The quadratic form of the dynamical matrix is a sum of bond-stretching terms. -/
theorem quadratic_form (q u : Fin 3 → ℝ) :
    u ⬝ᵥ (dynMat q *ᵥ u) = ∑ b, (1 - Real.cos (q ⬝ᵥ bond b)) * (u ⬝ᵥ bond b) ^ 2 := by
  rw [dynMat_mulVec]
  simp only [dotProduct, Finset.sum_apply, Pi.smul_apply, smul_eq_mul, Fin.sum_univ_three,
    Finset.mul_sum, ← Finset.sum_add_distrib]
  exact Finset.sum_congr rfl fun b _ => by ring
```

Without the phase factors, the sum is isotropic. Each pair of bonds gives an identity such as \((u_0+u_1)^2+(u_0-u_1)^2=2u_0^2+2u_1^2\), and every component occurs in two of the three pairs. Hence

\[
\sum_b(u\cdot R_b)^2=4\,u\cdot u .
\]

```lean
/-- The squared scalar products of a vector with the six bond vectors add up to four times its
squared length. -/
theorem sum_sq_bond (u : Fin 3 → ℝ) : ∑ b, (u ⬝ᵥ bond b) ^ 2 = 4 * (u ⬝ᵥ u) := by
  simp only [Fin.sum_univ_six, dot_bond]
  simp only [dotProduct, Fin.sum_univ_three]
  ring
```

At \(q=(\pi,0,0)\), the X point, the phase \(q\cdot R_b\) is \(\pi\) for \(b=0,1,2,3\) and 0 for \(b=4,5\). The first four bonds carry the factor 2 and the last two drop out:

\[
D(q)v=2\big[(2v_0,2v_1,0)+(2v_0,0,2v_2)\big]=(8v_0,\,4v_1,\,4v_2).
\]

```lean
/-- At `q = (π, 0, 0)` the dynamical matrix acts as the diagonal matrix with entries
8, 4, 4. -/
theorem dynMat_X (v : Fin 3 → ℝ) :
    dynMat ![Real.pi, 0, 0] *ᵥ v = ![8 * v 0, 4 * v 1, 4 * v 2] := by
  rw [dynMat_mulVec, Fin.sum_univ_six]
  simp only [dot_bond]
  ext i
  fin_cases i <;> simp [bond] <;> ring
```

For the bounds, let \(D(q)u=w\,u\) with \(u\neq0\). Since \(0\le1-\cos q\cdot R_b\le2\),

\[
0\;\le\; w\,(u\cdot u)=\sum_b(1-\cos q\cdot R_b)(u\cdot R_b)^2\;\le\;2\sum_b(u\cdot R_b)^2=8\,(u\cdot u),
\]

and division by \(u\cdot u>0\) gives \(0\le w\le8\). In the code, `hlow` and `hup` are the two inequalities, `hpos` is the positivity of \(u\cdot u\), and `nlinarith` carries out the division.

The second half of the statement says that \((1,0,0)\) is a mode at X with \(w=8\), as the diagonal form shows. It is the longitudinal wave in which successive (100) planes move in antiphase.

```lean
/-- Every squared frequency, at every real wave vector, lies between 0 and 8, and the value 8
is attained at `q = (π, 0, 0)` by the polarisation `(1, 0, 0)`. -/
theorem squared_frequency_bounds :
    (∀ q w u, IsMode q w u → 0 ≤ w ∧ w ≤ 8) ∧
    IsMode ![Real.pi, 0, 0] 8 ![1, 0, 0] := by
  refine ⟨?_, ?_, ?_⟩
  · rintro q w u ⟨hu, hw⟩
    have hpos : 0 < u ⬝ᵥ u :=
      lt_of_le_of_ne (Finset.sum_nonneg fun i _ => mul_self_nonneg (u i))
        (Ne.symm (mt dotProduct_self_eq_zero.mp hu))
    have hform := quadratic_form q u
    rw [hw, dotProduct_smul, smul_eq_mul] at hform
    -- each bond factor `1 - cos` lies between 0 and 2
    have hlow : 0 ≤ w * (u ⬝ᵥ u) := by
      rw [hform]
      exact Finset.sum_nonneg fun b _ =>
        mul_nonneg (by linarith [Real.cos_le_one (q ⬝ᵥ bond b)]) (sq_nonneg _)
    have hup : w * (u ⬝ᵥ u) ≤ 2 * ∑ b, (u ⬝ᵥ bond b) ^ 2 := by
      rw [hform, Finset.mul_sum]
      exact Finset.sum_le_sum fun b _ => mul_le_mul_of_nonneg_right
        (by linarith [Real.neg_one_le_cos (q ⬝ᵥ bond b)]) (sq_nonneg _)
    rw [sum_sq_bond] at hup
    constructor <;> nlinarith
  · intro h
    have h0 := congrFun h 0
    simp at h0
  · rw [dynMat_X]
    ext i
    fin_cases i <;> simp
```

## Where a mode can have zero frequency

The lower bound leaves open whether some short-wavelength distortion costs no energy. In this model none does: a zero mode exists only if \(\cos(q\cdot R_b)=1\) on all six bonds, so that neighbouring atoms move together.

The argument uses triangles of bonds. If \(\cos x=\cos y=1\), then \(\sin x=0\), and

\[
\cos(x\pm y)=\cos x\cos y\mp\sin x\sin y=1 .
\]

```lean
/-- If two real numbers both have cosine 1, so do their sum and their difference. -/
theorem cos_closure {x y : ℝ} (hx : Real.cos x = 1) (hy : Real.cos y = 1) :
    Real.cos (x + y) = 1 ∧ Real.cos (x - y) = 1 := by
  have hs : Real.sin x = 0 := by
    have h := Real.sin_sq_add_cos_sq x
    rw [hx] at h
    exact pow_eq_zero_iff (two_ne_zero) |>.mp (by linarith)
  rw [Real.cos_add, Real.cos_sub, hx, hy, hs]
  norm_num
```

Suppose \(D(q)u=0\) with \(u\neq0\). The quadratic form is a sum of non-negative terms equal to zero, so each term vanishes. Every bond then has either \(\cos(q\cdot R_b)=1\) (its two atoms move in phase) or \(u\cdot R_b=0\) (the polarisation is perpendicular to the bond). In both cases the spring keeps its length to first order. The comments in the code use "unstretched" only as a short name for \(u\cdot R_b=0\), and "stretched" for \(u\cdot R_b\neq0\).

Let \(i,j,k\) be the three Cartesian indices in some order, and consider the bond with phase \(q_i+q_j\). If it is not already in phase, the polarisation is perpendicular to it, so \(u_j=-u_i\). Two cases remain.

- If \(u_i+u_k\neq0\), then \(u_j-u_k=-(u_i+u_k)\neq0\). The polarisation is perpendicular to neither of these two bonds, so both are in phase, and \(q_i+q_j=(q_i+q_k)+(q_j-q_k)\).
- If \(u_i+u_k=0\), then \(u_i-u_k\neq0\), since otherwise \(u\) would vanish. Also \(u_j+u_k=-(u_i-u_k)\neq0\). Both bonds are in phase, and \(q_i+q_j=(q_i-q_k)+(q_j+q_k)\).

In either case the closure rule gives \(\cos(q_i+q_j)=1\). This is the step named `core`, which is applied to the three pairs of indices. The "minus" bonds follow by subtraction, for example \(q_0-q_1=(q_0+q_2)-(q_1+q_2)\).

Conversely, if all six cosines equal 1, every term of \(D(q)u\) vanishes for every \(u\). The proof takes \((1,0,0)\) as its example.

```lean
/-- A mode of zero frequency exists at `q` exactly when `cos (q · R) = 1` for all six
bonds `R`. -/
theorem zero_mode_iff (q : Fin 3 → ℝ) :
    (∃ u, IsMode q 0 u) ↔ ∀ b, Real.cos (q ⬝ᵥ bond b) = 1 := by
  constructor
  · rintro ⟨u, hu, hw⟩
    have hsum := quadratic_form q u
    rw [hw, zero_smul, dotProduct_zero] at hsum
    have hz := (Finset.sum_eq_zero_iff_of_nonneg fun b _ =>
      mul_nonneg (by linarith [Real.cos_le_one (q ⬝ᵥ bond b)])
        (sq_nonneg (u ⬝ᵥ bond b))).mp hsum.symm
    -- every bond is either in phase or unstretched
    have h : ∀ b, Real.cos (q ⬝ᵥ bond b) = 1 ∨ u ⬝ᵥ bond b = 0 := fun b =>
      (mul_eq_zero.mp (hz b (Finset.mem_univ b))).imp (fun h => by linarith)
        (fun h => (pow_eq_zero_iff two_ne_zero).mp h)
    have h0 := h 0
    have h1 := h 1
    have h2 := h 2
    have h3 := h 3
    have h4 := h 4
    have h5 := h 5
    simp only [dot_bond] at h0 h1 h2 h3 h4 h5
    have hne : ¬(u 0 = 0 ∧ u 1 = 0 ∧ u 2 = 0) := by
      rintro ⟨a, b, c⟩
      apply hu
      ext i
      fin_cases i
      exacts [a, b, c]
    -- an unstretched bond closes a triangle with two stretched ones
    have core : ∀ i j k : Fin 3, ¬(u i = 0 ∧ u j = 0 ∧ u k = 0) →
        (Real.cos (q i + q j) = 1 ∨ u i + u j = 0) →
        (Real.cos (q i + q k) = 1 ∨ u i + u k = 0) →
        (Real.cos (q i - q k) = 1 ∨ u i - u k = 0) →
        (Real.cos (q j + q k) = 1 ∨ u j + u k = 0) →
        (Real.cos (q j - q k) = 1 ∨ u j - u k = 0) → Real.cos (q i + q j) = 1 := by
      intro i j k hn a b c d e
      rcases a with a | a
      · exact a
      by_cases hs : u i + u k = 0
      · have hd : u i - u k ≠ 0 := fun t =>
          hn ⟨by linarith, by linarith, by linarith⟩
        have c' := c.resolve_right hd
        have d' := d.resolve_right fun t => hd (by linarith)
        rw [show q i + q j = (q i - q k) + (q j + q k) by ring]
        exact (cos_closure c' d').1
      · have b' := b.resolve_right hs
        have e' := e.resolve_right fun t => hs (by linarith)
        rw [show q i + q j = (q i + q k) + (q j - q k) by ring]
        exact (cos_closure b' e').1
    have comm : ∀ i j : Fin 3, (Real.cos (q i + q j) = 1 ∨ u i + u j = 0) →
        (Real.cos (q j + q i) = 1 ∨ u j + u i = 0) := fun i j t =>
      t.imp (fun t => by rw [add_comm]; exact t) (fun t => by linarith)
    have flip : ∀ i j : Fin 3, (Real.cos (q i - q j) = 1 ∨ u i - u j = 0) →
        (Real.cos (q j - q i) = 1 ∨ u j - u i = 0) := fun i j t =>
      t.imp (fun t => by rw [← Real.cos_neg, neg_sub]; exact t) (fun t => by linarith)
    have c01 := core 0 1 2 hne h0 h2 h3 h4 h5
    have c02 := core 0 2 1 (fun ⟨a, b, c⟩ => hne ⟨a, c, b⟩) h2 h0 h1
      (comm 1 2 h4) (flip 1 2 h5)
    have c12 := core 1 2 0 (fun ⟨a, b, c⟩ => hne ⟨c, a, b⟩) h4 (comm 0 1 h0)
      (flip 0 1 h1) (comm 0 2 h2) (flip 0 2 h3)
    -- the remaining three bonds are differences of these
    have d01 : Real.cos (q 0 - q 1) = 1 := by
      rw [show q 0 - q 1 = (q 0 + q 2) - (q 1 + q 2) by ring]
      exact (cos_closure c02 c12).2
    have d02 : Real.cos (q 0 - q 2) = 1 := by
      rw [show q 0 - q 2 = (q 0 + q 1) - (q 1 + q 2) by ring]
      exact (cos_closure c01 c12).2
    have d12 : Real.cos (q 1 - q 2) = 1 := by
      rw [show q 1 - q 2 = (q 0 + q 1) - (q 0 + q 2) by ring]
      exact (cos_closure c01 c02).2
    obtain ⟨e0, e1, e2, e3, e4, e5⟩ := dot_bond q
    intro b
    fin_cases b
    exacts [e0 ▸ c01, e1 ▸ d01, e2 ▸ c02, e3 ▸ d02, e4 ▸ c12, e5 ▸ d12]
  · intro h
    refine ⟨![1, 0, 0], fun h' => ?_, ?_⟩
    · have h0 := congrFun h' 0
      simp at h0
    · rw [dynMat_mulVec]
      simp only [h, sub_self, zero_mul, zero_smul, Finset.sum_const_zero]

end

end FccCentralSprings
```

```lean
#print axioms FccCentralSprings.springPull_planeWave
#print axioms FccCentralSprings.dynMat_isSymm
#print axioms FccCentralSprings.squared_frequency_bounds
#print axioms FccCentralSprings.zero_mode_iff
```

```
'FccCentralSprings.springPull_planeWave' depends on axioms: [propext, Classical.choice, Quot.sound]
'FccCentralSprings.dynMat_isSymm' depends on axioms: [propext, Classical.choice, Quot.sound]
'FccCentralSprings.squared_frequency_bounds' depends on axioms: [propext, Classical.choice, Quot.sound]
'FccCentralSprings.zero_mode_iff' depends on axioms: [propext, Classical.choice, Quot.sound]
```

## The long-wavelength limit, and the reach of the model

At \(q=0\) the condition for a zero mode holds, and the motions are the three uniform translations. Close to that point, a short calculation by hand along \(q=(\varepsilon,0,0)\) gives \(w=4(1-\cos\varepsilon)\approx2\varepsilon^2\) for the longitudinal branch and \(w=2(1-\cos\varepsilon)\approx\varepsilon^2\) for the two transverse ones. These are acoustic branches with sound speeds \(\sqrt2\) and 1 in the present units, and at \(\varepsilon=\pi\) they reach the values 8, 4 and 4 found above.

For general \(K\) and \(m\), all squared frequencies scale with \(K/m\). The proof does not cover crystals with springs to further neighbours, bond-bending forces, or bonds under tension in equilibrium. Each of these changes \(D(q)\), and the largest squared frequency may then differ from \(8K/m\). Anharmonic motion is likewise left out, so in a simulation with a realistic potential the time step needs its own check.
